# The Riesz projector of a diagonalisable matrix as a circle integral of the resolvent

A Hamiltonian matrix H in a finite basis has a group of levels set apart from the rest, and one wants the projector onto that group from the Green's matrix G(z) = (z − H)⁻¹. For non-interacting electrons, with H the Hermitian one-electron Hamiltonian in a finite orthonormal basis of spin orbitals, each level either filled or empty and a circle enclosing exactly the filled ones, that projector is the one-particle density matrix.

## Objects and statement

Indices i, j, k run over a finite set `n`. R is a complex matrix, e_k are complex numbers, and the circle has centre c and radius r. Put

  H = R diag(e) R⁻¹

  P_ij = (2πi)⁻¹ ∮ G_ij(z) dz,  z = c + r exp(iθ),  0 ≤ θ ≤ 2π

  χ(w) = 1 if |w − c| < r, else 0.

In Lean these are `similarity R e`, `riesz H c r` and `occupation c r w`; G is `green H z`. The circle runs counter-clockwise.

```lean
import Mathlib

open Matrix Metric

namespace RieszProjector

noncomputable section

variable {n : Type*} [Fintype n] [DecidableEq n]

/-- The matrix `R diag(d) R⁻¹`. -/
def similarity (R : Matrix n n ℂ) (d : n → ℂ) : Matrix n n ℂ := R * diagonal d * R⁻¹

/-- The resolvent (Green's matrix) `G(z) = (z - H)⁻¹`. -/
def green (H : Matrix n n ℂ) (z : ℂ) : Matrix n n ℂ := (z • (1 : Matrix n n ℂ) - H)⁻¹

/-- The entrywise integral of the resolvent over the circle with centre `c` and radius `r`,
divided by `2πi`. -/
def riesz (H : Matrix n n ℂ) (c : ℂ) (r : ℝ) : Matrix n n ℂ :=
  Matrix.of fun i j => (2 * Real.pi * Complex.I)⁻¹ * ∮ z in C(c, r), green H z i j

/-- One if `w` lies strictly inside the circle with centre `c` and radius `r`, else zero. -/
def occupation (c : ℂ) (r : ℝ) (w : ℂ) : ℂ := if ‖w - c‖ < r then 1 else 0
```

If R is invertible, r ≥ 0 and no e_k lies on the circle, `riesz_similarity` states that every G_ij is integrable on the circle and

  P = R diag(χ(e_k)) R⁻¹.

The Riesz projector is defined for far more general operators and contours; this theorem evaluates it for finite diagonalisable matrices and circles. The small failure cases below are worked on paper, and of the examples only `riesz_oblique` is machine-checked.

## R is invertible

`hR : IsUnit R.det` says that the columns of R form a basis of eigenvectors of H, with eigenvalues e_k. Diagonalisability is thus assumed, and defective matrices such as [[0,1],[0,0]] are excluded. By hand it enters through R⁻¹R = RR⁻¹ = 1. For lists of numbers a_k and b_k,

  R diag(a) R⁻¹ R diag(b) R⁻¹ = R diag(a_k b_k) R⁻¹

  z − H = z RR⁻¹ − R diag(e) R⁻¹ = R diag(z − e_k) R⁻¹.

When z differs from every e_k, multiplying the second line by R diag(1/(z − e_k)) R⁻¹ gives RR⁻¹ = 1, so

  G_ij(z) = Σ_k R_ik (R⁻¹)_kj / (z − e_k).

`similarity_mul` is the product rule, using `nonsing_inv_mul R hR`; the entry formula `similarity_apply` needs no hypothesis. In `green_similarity`, `hshift` is the second line and `hprod` the multiplication, whose determinant shows that z − H is invertible.

```lean
/-- For invertible `R`, the product of `R diag(a) R⁻¹` and `R diag(b) R⁻¹` is
`R diag(a b) R⁻¹`. -/
theorem similarity_mul {R : Matrix n n ℂ} (hR : IsUnit R.det) (a b : n → ℂ) :
    similarity R a * similarity R b = similarity R (fun k => a k * b k) := by
  unfold similarity
  calc R * diagonal a * R⁻¹ * (R * diagonal b * R⁻¹)
      = R * diagonal a * (R⁻¹ * R) * diagonal b * R⁻¹ := by simp only [Matrix.mul_assoc]
    _ = R * diagonal (fun k => a k * b k) * R⁻¹ := by
      rw [nonsing_inv_mul R hR, Matrix.mul_one, Matrix.mul_assoc R (diagonal a) (diagonal b),
        diagonal_mul_diagonal]

/-- The entry `(i, j)` of `R diag(d) R⁻¹` is the sum over `k` of `R_ik (R⁻¹)_kj d_k`. -/
theorem similarity_apply (R : Matrix n n ℂ) (d : n → ℂ) (i j : n) :
    similarity R d i j = ∑ k, R i k * R⁻¹ k j * d k := by
  rw [similarity, Matrix.mul_apply]
  refine Finset.sum_congr rfl fun k _ => ?_
  rw [Matrix.mul_diagonal]
  ring

/-- If `R` is invertible and `z` differs from every `e_k`, then `z - H` with `H = R diag(e) R⁻¹` is invertible and
the resolvent equals `R diag(1/(z - e_k)) R⁻¹`. -/
theorem green_similarity {R : Matrix n n ℂ} (hR : IsUnit R.det) {e : n → ℂ} {z : ℂ}
    (hz : ∀ k, z ≠ e k) :
    IsUnit (z • (1 : Matrix n n ℂ) - similarity R e).det ∧
      green (similarity R e) z = similarity R (fun k => (z - e k)⁻¹) := by
  -- `z - H` is diagonalised by the same `R`
  have hshift : z • (1 : Matrix n n ℂ) - similarity R e = similarity R (fun k => z - e k) := by
    have hd : diagonal (fun k => z - e k) = z • (1 : Matrix n n ℂ) - diagonal e := by
      ext i j
      by_cases h : i = j <;> simp [one_apply, h]
    unfold similarity
    rw [hd, Matrix.mul_sub, Matrix.sub_mul, Matrix.mul_smul, Matrix.mul_one, Matrix.smul_mul,
      mul_nonsing_inv R hR]
  have hone : ∀ f : n → ℂ, (∀ k, f k = 1) → similarity R f = 1 := by
    intro f hf
    have hf' : f = fun _ => 1 := funext hf
    rw [hf', similarity, diagonal_one, Matrix.mul_one, mul_nonsing_inv R hR]
  have hprod : (z • (1 : Matrix n n ℂ) - similarity R e) *
      similarity R (fun k => (z - e k)⁻¹) = 1 := by
    rw [hshift, similarity_mul hR]
    exact hone _ fun k => mul_inv_cancel₀ (sub_ne_zero.2 (hz k))
  refine ⟨?_, inv_eq_right_inv hprod⟩
  have hdet := congrArg det hprod
  rw [det_mul, det_one] at hdet
  exact isUnit_iff_ne_zero.2 (left_ne_zero_of_mul_eq_one hdet)
```

Mathlib sets the inverse of a singular matrix to zero, so without `hR` the statement still parses and is false: the 1×1 case R = 0, e = 2 has H = 0 and G = 1/z, and the unit circle gives P = 1 against a right side of 0.

## No level on the circle, and r ≥ 0

`he : ∀ k, ‖e k - c‖ ≠ r` says that the contour meets no eigenvalue of H. By hand it makes the pole sum valid and continuous along the contour, so the finite sum leaves the integral, and it puts each pole strictly inside or outside:

  ∮ dz/(z − w) = 2πi χ(w)  for |w − c| ≠ r

  P_ij = Σ_k R_ik (R⁻¹)_kj (2πi)⁻¹ ∮ dz/(z − e_k) = Σ_k R_ik (R⁻¹)_kj χ(e_k).

In `circleIntegral_pole` the inside case is a Mathlib lemma. The outside case combines `hw` with "not inside" to keep w off the closed disc, and applies Cauchy's theorem, which takes `hr`. In `riesz_similarity`, `he` becomes `hne`, which feeds the pole sum `hEq` and the continuity `hcont`; `hsum` exchanges sum and integral, and `hmul` pulls out the constants.

```lean
/-- For `r ≥ 0` and a pole `w` off the circle, the circle integral of `1/(z - w)` is `2πi` if `w` is
inside and zero if it is outside. -/
theorem circleIntegral_pole {c w : ℂ} {r : ℝ} (hr : 0 ≤ r) (hw : ‖w - c‖ ≠ r) :
    (∮ z in C(c, r), (z - w)⁻¹) = 2 * Real.pi * Complex.I * occupation c r w := by
  unfold occupation
  split_ifs with h
  · rw [mul_one]
    exact circleIntegral.integral_sub_inv_of_mem_ball (mem_ball_iff_norm.2 h)
  · -- the integrand is holomorphic on the closed disc
    rw [mul_zero]
    have hne : ∀ z ∈ closedBall c r, z - w ≠ 0 := by
      intro z hz h0
      have hle := mem_closedBall_iff_norm.1 hz
      rw [sub_eq_zero.1 h0] at hle
      exact h (lt_of_le_of_ne hle hw)
    refine Complex.circleIntegral_eq_zero_of_differentiable_on_off_countable hr
      Set.countable_empty ?_ ?_
    · have hc : ContinuousOn (fun z : ℂ => z - w) (closedBall c r) := by fun_prop
      exact hc.inv₀ hne
    · intro z hz
      have hd : DifferentiableAt ℂ (fun z : ℂ => z - w) z := by fun_prop
      exact hd.inv (hne z (ball_subset_closedBall hz.1))

/-- Riesz projector of a diagonalisable matrix: for `H = R diag(e) R⁻¹` with `R` invertible, `r ≥ 0` and
no `e_k` on the circle, each entry of the resolvent is integrable on the circle and the
integral divided by `2πi` is `R diag(1 if e_k is inside, else 0) R⁻¹`. -/
theorem riesz_similarity {R : Matrix n n ℂ} (hR : IsUnit R.det) {e : n → ℂ} {c : ℂ} {r : ℝ}
    (hr : 0 ≤ r) (he : ∀ k, ‖e k - c‖ ≠ r) :
    (∀ i j, CircleIntegrable (fun z => green (similarity R e) z i j) c r) ∧
      riesz (similarity R e) c r = similarity R (fun k => occupation c r (e k)) := by
  have hne : ∀ k, ∀ z ∈ sphere c r, z ≠ e k := fun k z hz h =>
    he k (by rw [← h]; exact mem_sphere_iff_norm.1 hz)
  -- on the circle each entry is a finite sum of simple poles
  have hEq : ∀ i j, Set.EqOn (fun z => green (similarity R e) z i j)
      (fun z => ∑ k, R i k * R⁻¹ k j * (z - e k)⁻¹) (sphere c r) := by
    intro i j z hz
    show green (similarity R e) z i j = ∑ k, R i k * R⁻¹ k j * (z - e k)⁻¹
    rw [(green_similarity hR fun k => hne k z hz).2, similarity_apply]
  have hcont : ∀ (a : ℂ) (k : n), ContinuousOn (fun z => a * (z - e k)⁻¹) (sphere c r) := by
    intro a k
    have hc : ContinuousOn (fun z : ℂ => z - e k) (sphere c r) := by fun_prop
    exact continuousOn_const.mul (hc.inv₀ fun z hz => sub_ne_zero.2 (hne k z hz))
  constructor
  · intro i j
    have hs : ContinuousOn (fun z => ∑ k, R i k * R⁻¹ k j * (z - e k)⁻¹) (sphere c r) := by
      exact continuousOn_finsetSum _ fun k _ => hcont _ k
    exact (hs.congr (hEq i j)).circleIntegrable hr
  · ext i j
    -- exchange sum and integral, then integrate pole by pole
    have hsum : (∮ z in C(c, r), ∑ k, R i k * R⁻¹ k j * (z - e k)⁻¹) =
        ∑ k, ∮ z in C(c, r), R i k * R⁻¹ k j * (z - e k)⁻¹ := by
      exact circleIntegral.integral_fun_sum fun k _ => (hcont _ k).circleIntegrable hr
    have hmul : ∀ (a : ℂ) (k : n), (∮ z in C(c, r), a * (z - e k)⁻¹) =
        a * ∮ z in C(c, r), (z - e k)⁻¹ := fun a k =>
      circleIntegral.integral_smul a (fun z => (z - e k)⁻¹) c r
    have aux : ∀ a b o : ℂ, a ≠ 0 → a⁻¹ * (b * (a * o)) = b * o := by
      intro a b o ha
      field_simp
    show (2 * Real.pi * Complex.I)⁻¹ * (∮ z in C(c, r), green (similarity R e) z i j) = _
    rw [circleIntegral.integral_congr hr (hEq i j), hsum, similarity_apply, Finset.mul_sum]
    refine Finset.sum_congr rfl fun k _ => ?_
    rw [hmul, circleIntegral_pole hr (he k)]
    exact aux _ _ _ Complex.two_pi_I_ne_zero
```

Without `he`, take H = 1 (1×1) on the unit circle: |G| grows like 1/|θ| near θ = 0, and integrability fails. The principal value would give 1/2, which is not idempotent.

`hr : 0 ≤ r` makes the parametrised curve coincide with `sphere c r` and bound the disc in χ. For r = −1, c = 0 and H = 0 (1×1) the curve still winds once around 0, so P = 1 while χ(0) = 0. At r = 0 both sides vanish.

One technique is reusable: an identity needed only on the contour is stated once as `Set.EqOn` on `sphere c r`, then used for integrability through `hs.congr (hEq i j)` and for the value through `circleIntegral.integral_congr`.

## Consequences, and the eigenvector hypothesis

The product rule with χ² = χ gives P² = P, and with χ(e_k) e_k = e_k χ(e_k) it gives PH = HP. Cyclicity of the trace (`trace_mul_cycle`) gives

  tr P = tr(R⁻¹R diag(χ(e_k))) = Σ_k χ(e_k),

the number of enclosed levels counted with repetition.

```lean
/-- For `H = R diag(e) R⁻¹` with invertible `R`, `r ≥ 0` and no `e_k` on the circle, the matrix
`riesz H c r` is idempotent and commutes with `H`. -/
theorem riesz_idempotent_commute {R : Matrix n n ℂ} (hR : IsUnit R.det) {e : n → ℂ} {c : ℂ}
    {r : ℝ} (hr : 0 ≤ r) (he : ∀ k, ‖e k - c‖ ≠ r) :
    riesz (similarity R e) c r * riesz (similarity R e) c r = riesz (similarity R e) c r ∧
      riesz (similarity R e) c r * similarity R e = similarity R e * riesz (similarity R e) c r := by
  rw [(riesz_similarity hR hr he).2]
  constructor
  · rw [similarity_mul hR]
    refine congrArg (similarity R) (funext fun k => ?_)
    unfold occupation
    split_ifs <;> simp
  · rw [similarity_mul hR, similarity_mul hR]
    exact congrArg (similarity R) (funext fun k => mul_comm _ _)

/-- For `H = R diag(e) R⁻¹` with invertible `R`, `r ≥ 0` and no `e_k` on the circle, the trace
of `riesz H c r` is the number of indices `k` with `e_k` inside the
circle. -/
theorem trace_riesz {R : Matrix n n ℂ} (hR : IsUnit R.det) {e : n → ℂ} {c : ℂ} {r : ℝ}
    (hr : 0 ≤ r) (he : ∀ k, ‖e k - c‖ ≠ r) :
    trace (riesz (similarity R e) c r) =
      ((Finset.univ.filter fun k => ‖e k - c‖ < r).card : ℂ) := by
  rw [(riesz_similarity hR hr he).2, similarity, trace_mul_cycle, nonsing_inv_mul R hR,
    Matrix.one_mul, trace_diagonal]
  simp only [occupation, Finset.sum_boole]
```

`hv` is Hv = μv for a vector v of any norm, zero included, and a complex number μ. With u = R⁻¹v it reads e_k u_k = μ u_k (`hw`), so each u_k vanishes or has e_k = μ. Hence χ(e_k) u_k = χ(μ) u_k (`hocc`) and

  Pv = R diag(χ(e_k)) u = χ(μ) Ru = χ(μ) v.

Without `hv`, Pv need not be parallel to v: the P of the example below sends (0,1) to (−1,0).

```lean
/-- Let `H = R diag(e) R⁻¹` with invertible `R`, `r ≥ 0` and no `e_k` on the circle.
If `H v = μ v`, then `riesz H c r` maps `v` to `v` when `μ` is inside the circle and to
zero otherwise. -/
theorem riesz_mulVec_eigenvector {R : Matrix n n ℂ} (hR : IsUnit R.det) {e : n → ℂ} {c : ℂ}
    {r : ℝ} (hr : 0 ≤ r) (he : ∀ k, ‖e k - c‖ ≠ r) {v : n → ℂ} {μ : ℂ}
    (hv : similarity R e *ᵥ v = μ • v) :
    riesz (similarity R e) c r *ᵥ v = occupation c r μ • v := by
  have h1 : R⁻¹ * similarity R e = diagonal e * R⁻¹ := by
    rw [similarity, ← Matrix.mul_assoc, ← Matrix.mul_assoc, nonsing_inv_mul R hR, Matrix.one_mul]
  -- the coefficients `R⁻¹ v` vanish unless `e_k = μ`
  have hw : diagonal e *ᵥ (R⁻¹ *ᵥ v) = μ • (R⁻¹ *ᵥ v) :=
    calc diagonal e *ᵥ (R⁻¹ *ᵥ v) = R⁻¹ *ᵥ (similarity R e *ᵥ v) := by
          rw [mulVec_mulVec, mulVec_mulVec, h1]
      _ = μ • (R⁻¹ *ᵥ v) := by rw [hv, mulVec_smul]
  have hocc : diagonal (fun k => occupation c r (e k)) *ᵥ (R⁻¹ *ᵥ v) =
      occupation c r μ • (R⁻¹ *ᵥ v) := by
    funext k
    have hk := congrFun hw k
    simp only [mulVec_diagonal, Pi.smul_apply, smul_eq_mul] at hk ⊢
    by_cases h0 : (R⁻¹ *ᵥ v) k = 0
    · rw [h0, mul_zero, mul_zero]
    · rw [mul_right_cancel₀ h0 hk]
  rw [(riesz_similarity hR hr he).2, similarity, ← mulVec_mulVec, ← mulVec_mulVec, hocc,
    mulVec_smul, mulVec_mulVec, mul_nonsing_inv R hR, one_mulVec]
```

## Hermiticity is not assumed

R need not be unitary and the e_k need not be real. For unitary R the matrix P is Hermitian whatever the e_k; for non-unitary R it may be oblique. Take R = [[1,1],[0,1]], R⁻¹ = [[1,−1],[0,1]] and e = (0,2), so that H = [[0,2],[0,2]]. The normalised eigenvectors (1,0) and (1,1)/√2 have overlap 1/√2. The unit circle about 0 encloses only the level 0, and

  P = R diag(1,0) R⁻¹ = [[1,−1],[0,0]].

`riesz_oblique` proves this value and that P is not Hermitian: counting indices from 0, `h01` compares P₀₁ = −1 with the conjugate of P₁₀ = 0.

```lean
/-- For `H = [[0, 2], [0, 2]]` and the unit circle the contour integral is `[[1, -1], [0, 0]]`,
and it is not Hermitian. -/
theorem riesz_oblique :
    riesz (!![0, 2; 0, 2] : Matrix (Fin 2) (Fin 2) ℂ) 0 1 = !![1, -1; 0, 0] ∧
      ¬ (riesz (!![0, 2; 0, 2] : Matrix (Fin 2) (Fin 2) ℂ) 0 1).IsHermitian := by
  have hinv : (!![1, 1; 0, 1] : Matrix (Fin 2) (Fin 2) ℂ)⁻¹ = !![1, -1; 0, 1] := by
    apply inv_eq_right_inv
    ext i j
    fin_cases i <;> fin_cases j <;> simp [Matrix.mul_apply, Fin.sum_univ_two]
  have hR : IsUnit (!![1, 1; 0, 1] : Matrix (Fin 2) (Fin 2) ℂ).det := by
    simp [det_fin_two]
  have hH : (!![0, 2; 0, 2] : Matrix (Fin 2) (Fin 2) ℂ) = similarity !![1, 1; 0, 1] ![0, 2] := by
    ext i j
    rw [similarity_apply, hinv]
    fin_cases i <;> fin_cases j <;> simp [Fin.sum_univ_two]
  have he : ∀ k, ‖(![0, 2] : Fin 2 → ℂ) k - 0‖ ≠ 1 := by
    intro k
    fin_cases k <;> simp
  have hocc : (fun k => occupation 0 1 ((![0, 2] : Fin 2 → ℂ) k)) = ![1, 0] := by
    funext k
    fin_cases k <;> simp [occupation]
  have hP : riesz (!![0, 2; 0, 2] : Matrix (Fin 2) (Fin 2) ℂ) 0 1 = !![1, -1; 0, 0] := by
    rw [hH, (riesz_similarity hR zero_le_one he).2, hocc]
    ext i j
    rw [similarity_apply, hinv]
    fin_cases i <;> fin_cases j <;> simp [Fin.sum_univ_two]
  refine ⟨hP, fun h => ?_⟩
  rw [hP] at h
  have h01 := congrFun (congrFun h.eq 0) 1
  simp [conjTranspose_apply] at h01

end

end RieszProjector
```

```lean
#print axioms RieszProjector.riesz_similarity
#print axioms RieszProjector.riesz_idempotent_commute
#print axioms RieszProjector.riesz_mulVec_eigenvector
#print axioms RieszProjector.riesz_oblique
```

```
'RieszProjector.riesz_similarity' depends on axioms: [propext, Classical.choice, Quot.sound]
'RieszProjector.riesz_idempotent_commute' depends on axioms: [propext, Classical.choice, Quot.sound]
'RieszProjector.riesz_mulVec_eigenvector' depends on axioms: [propext, Classical.choice, Quot.sound]
'RieszProjector.riesz_oblique' depends on axioms: [propext, Classical.choice, Quot.sound]
```
